# Racah's 6j formula is invariant under permutations of its triad sums and of its quad sums

Take the two arrays

$$\begin{Bmatrix}1&1&1\\1&1&0\end{Bmatrix},\qquad \begin{Bmatrix}1&\tfrac32&\tfrac12\\1&\tfrac12&\tfrac12\end{Bmatrix}.$$

One contains only integers and the other does not, so no rearrangement of entries connects them. Add up the four triads of each, that is, the triples that must obey the triangle rule. The first array gives $3,2,2,3$ and the second $3,2,3,2$. The sums over pairs of columns are $4,3,3$ for both. Racah's formula sees only these seven numbers, not their order, and both symbols equal $-\tfrac13$.

## From six spins to seven sums

For the array $\{a\,b\,c;\,d\,e\,f\}$ define the triad sums

$$T_0=a+b+c,\quad T_1=a+e+f,\quad T_2=d+b+f,\quad T_3=d+e+c$$

and the quad sums

$$Q_0=a+b+d+e,\quad Q_1=b+c+e+f,\quad Q_2=a+c+d+f.$$

A triad is admissible when its three triangle gaps, such as $a+b-c$, are natural numbers. Subtraction shows that the twelve gaps are the twelve differences $Q_j-T_i$:

| | $Q_0$ | $Q_1$ | $Q_2$ |
|---|---|---|---|
| $T_0$ | $d+e-c$ | $-a+e+f$ | $d-b+f$ |
| $T_1$ | $d+b-f$ | $-a+b+c$ | $d-e+c$ |
| $T_2$ | $a+e-f$ | $-d+e+c$ | $a-b+c$ |
| $T_3$ | $a+b-c$ | $-d+b+f$ | $a-e+f$ |

Racah's formula multiplies an alternating sum by four triangle coefficients

$$\Delta(abc)=\sqrt{\frac{(a+b-c)!\,(a-b+c)!\,(-a+b+c)!}{(a+b+c+1)!}}.$$

Their numerators contain each gap once, and their denominators contain each $(T_i+1)!$ once. For an admissible array, therefore,

$$\{6j\}=\sqrt{\frac{\prod_{i,j}(Q_j-T_i)!}{\prod_i(T_i+1)!}}\;\sum_{t=\max T_i}^{\min Q_j}\frac{(-1)^t(t+1)!}{\prod_i(t-T_i)!\,\prod_j(Q_j-t)!}.$$

The products, the maximum and the minimum ignore order, so the value is unchanged when the $T_i$ and the $Q_j$ are permuted separately.

Each permutation also comes from an actual array. Since $T_0+T_1=2a+Q_1$, we have $a=(T_0+T_1-Q_1)/2$, and similarly

$$b=\tfrac{T_0+T_2-Q_2}2,\quad c=\tfrac{T_0+T_3-Q_0}2,\quad d=\tfrac{T_2+T_3-Q_1}2,\quad e=\tfrac{T_1+T_3-Q_2}2,\quad f=\tfrac{T_1+T_2-Q_0}2.$$

Conversely, these spins reproduce the prescribed sums if $\sum T_i=\sum Q_j$. For example, $a+b+c=(2T_0+\sum T_i-\sum Q_j)/2=T_0$ and $a+b+d+e=\sum T_i-Q_1-Q_2=Q_0$; the others are alike. Both totals equal $2(a+b+c+d+e+f)$ in the original array, and permuting preserves them. There are $4!\cdot3!=144$ pairs of permutations, and they give 144 different arrays when the $T_i$ are distinct and the $Q_j$ are distinct.

Exchanging the first two columns exchanges $T_1,T_2$ and $Q_1,Q_2$. Exchanging the last two exchanges $T_2,T_3$ and $Q_0,Q_2$. These two generate all column permutations.

For the Regge identity put $s=(b+c+e+f)/2$ and consider $\{a\;\,s-f\;\,s-e;\;d\;\,s-c\;\,s-b\}$. Its triad sums are

$$\begin{aligned}
a+2s-e-f&=T_0, & a+2s-b-c&=T_1,\\
d+2s-b-f&=T_3, & d+2s-c-e&=T_2.
\end{aligned}$$

Its quad sums are $a+d+2s-c-f=Q_0$, $4s-(b+c+e+f)=Q_1$ and $a+d+2s-b-e=Q_2$. Only $T_2$ and $T_3$ have changed places. The opening pair is an instance with $s=\tfrac32$.

## Sorted sums as a lookup key

In atomic and nuclear structure calculations 6j symbols recouple angular momenta, and the invariance lets a table of symbols given by Racah's formula store one value for many arrays. A program can compute the seven sums, check that they are integers with $\max T_i\le\min Q_j$, sort each family, and use the result as the key. Both opening arrays have the key $(2,2,3,3\mid3,3,4)$.

## The symbol in Lean

```lean
import Mathlib

open Finset Equiv

namespace RacahSixJ

noncomputable section
```

The spins are rationals. Admissibility then forces them to be non-negative integers or half-integers, because $2a$ is a sum of two gaps, and it makes each perimeter $a+b+c$ an integer.

```lean
/-- The array {a b c; d e f} of six angular momenta. -/
@[ext] structure Spins where
  (a b c d e f : ℚ)

/-- The rational number `y` is a natural number. -/
def IsNat (y : ℚ) : Prop := ∃ n : ℕ, y = n

/-- Three angular momenta form an admissible triad: the three triangle gaps are natural numbers. -/
def IsTriad (a b c : ℚ) : Prop := IsNat (a + b - c) ∧ IsNat (a - b + c) ∧ IsNat (-a + b + c)

/-- All four triads of the array are admissible. -/
def Admissible (x : Spins) : Prop :=
  IsTriad x.a x.b x.c ∧ IsTriad x.a x.e x.f ∧ IsTriad x.d x.b x.f ∧ IsTriad x.d x.e x.c
```

The sums are functions on `Fin 4` and `Fin 3`, with the indices used above.

```lean
/-- The four triad sums. -/
def triad (x : Spins) : Fin 4 → ℚ :=
  ![x.a + x.b + x.c, x.a + x.e + x.f, x.d + x.b + x.f, x.d + x.e + x.c]

/-- The three quad sums, each over two columns of the array. -/
def quad (x : Spins) : Fin 3 → ℚ :=
  ![x.a + x.b + x.d + x.e, x.b + x.c + x.e + x.f, x.a + x.c + x.d + x.f]
```

The factorial takes a rational argument through its floor. For admissible arrays every argument that occurs is a natural number, so the rounding here and in the summation range changes nothing.

```lean
/-- The factorial of a rational number that is a natural number. -/
def fac (y : ℚ) : ℝ := (Nat.factorial ⌊y⌋₊ : ℝ)

/-- The triangle coefficient of an admissible triad. -/
def delta (a b c : ℚ) : ℝ :=
  √(fac (a + b - c) * fac (a - b + c) * fac (-a + b + c) / fac (a + b + c + 1))

/-- Racah's alternating sum over the integers `t` between the largest triad sum and the
smallest quad sum. -/
def racahSum (T : Fin 4 → ℚ) (Q : Fin 3 → ℚ) : ℝ :=
  ∑ t ∈ Icc (univ.sup fun i => ⌈T i⌉₊) (univ.inf' ⟨0, mem_univ 0⟩ fun j => ⌊Q j⌋₊),
    (-1) ^ t * (Nat.factorial (t + 1) : ℝ) /
      ((∏ i, fac ((t : ℚ) - T i)) * ∏ j, fac (Q j - (t : ℚ)))
```

The symbol is defined by Racah's formula, with the usual value zero for inadmissible arrays. Its derivation from Clebsch–Gordan coefficients is not part of the development.

```lean
open Classical in
/-- The 6j symbol by Racah's formula, set to zero when a triad is not admissible. -/
def sixJ (x : Spins) : ℝ :=
  if Admissible x then
    delta x.a x.b x.c * delta x.a x.e x.f * delta x.d x.b x.f * delta x.d x.e x.c *
      racahSum (triad x) (quad x)
  else 0
```

`closedForm` accepts any seven rationals, while `ofSums` contains the linear solution for the spins. In `permute`, the new $i$-th triad sum is $T_{\sigma(i)}$ and the new $j$-th quad sum is $Q_{\tau(j)}$.

```lean
open Classical in
/-- Racah's formula written in terms of four triad sums and three quad sums, set to zero unless
all differences of a quad sum and a triad sum are natural numbers. -/
def closedForm (T : Fin 4 → ℚ) (Q : Fin 3 → ℚ) : ℝ :=
  if ∀ i j, IsNat (Q j - T i) then
    √((∏ i, ∏ j, fac (Q j - T i)) / ∏ i, fac (T i + 1)) * racahSum T Q
  else 0

/-- The array solved for from its triad sums `T` and quad sums `Q`, for `T` and `Q` of equal
total. -/
def ofSums (T : Fin 4 → ℚ) (Q : Fin 3 → ℚ) : Spins :=
  ⟨(T 0 + T 1 - Q 1) / 2, (T 0 + T 2 - Q 2) / 2, (T 0 + T 3 - Q 0) / 2,
    (T 2 + T 3 - Q 1) / 2, (T 1 + T 3 - Q 2) / 2, (T 1 + T 2 - Q 0) / 2⟩

/-- The array obtained by permuting the triad sums by `σ` and the quad sums by `τ`. -/
def permute (σ : Perm (Fin 4)) (τ : Perm (Fin 3)) (x : Spins) : Spins :=
  ofSums (triad x ∘ σ) (quad x ∘ τ)
```

## Gaps, admissibility and the closed form

`gap_eqs` is the table of differences, with each entry checked by linear arithmetic.

```lean
/-- The twelve triangle gaps of the array are the twelve differences of a quad sum and a
triad sum. -/
theorem gap_eqs (x : Spins) :
    (x.a + x.b - x.c = quad x 0 - triad x 3 ∧ x.a - x.b + x.c = quad x 2 - triad x 2 ∧
      -x.a + x.b + x.c = quad x 1 - triad x 1) ∧
    (x.a + x.e - x.f = quad x 0 - triad x 2 ∧ x.a - x.e + x.f = quad x 2 - triad x 3 ∧
      -x.a + x.e + x.f = quad x 1 - triad x 0) ∧
    (x.d + x.b - x.f = quad x 0 - triad x 1 ∧ x.d - x.b + x.f = quad x 2 - triad x 0 ∧
      -x.d + x.b + x.f = quad x 1 - triad x 3) ∧
    (x.d + x.e - x.c = quad x 0 - triad x 0 ∧ x.d - x.e + x.c = quad x 2 - triad x 1 ∧
      -x.d + x.e + x.c = quad x 1 - triad x 2) := by
  have t0 : triad x 0 = x.a + x.b + x.c := rfl
  have t1 : triad x 1 = x.a + x.e + x.f := rfl
  have t2 : triad x 2 = x.d + x.b + x.f := rfl
  have t3 : triad x 3 = x.d + x.e + x.c := rfl
  have q0 : quad x 0 = x.a + x.b + x.d + x.e := rfl
  have q1 : quad x 1 = x.b + x.c + x.e + x.f := rfl
  have q2 : quad x 2 = x.a + x.c + x.d + x.f := rfl
  refine ⟨⟨?_, ?_, ?_⟩, ⟨?_, ?_, ?_⟩, ⟨?_, ?_, ?_⟩, ⟨?_, ?_, ?_⟩⟩ <;> linarith
```

Rewriting with the table turns the four triangle conditions into the single condition on all $Q_j-T_i$.

```lean
/-- An array is admissible exactly when every quad sum exceeds every triad sum by a natural
number. -/
theorem admissible_iff (x : Spins) :
    Admissible x ↔ ∀ i j, IsNat (quad x j - triad x i) := by
  have aux : ∀ P : Fin 4 → Fin 3 → Prop, P 0 0 → P 0 1 → P 0 2 → P 1 0 → P 1 1 → P 1 2 →
      P 2 0 → P 2 1 → P 2 2 → P 3 0 → P 3 1 → P 3 2 → ∀ i j, P i j := by
    intro P _ _ _ _ _ _ _ _ _ _ _ _ i j
    fin_cases i <;> fin_cases j <;> assumption
  obtain ⟨⟨e1, e2, e3⟩, ⟨e4, e5, e6⟩, ⟨e7, e8, e9⟩, ⟨e10, e11, e12⟩⟩ := gap_eqs x
  unfold Admissible IsTriad
  rw [e1, e2, e3, e4, e5, e6, e7, e8, e9, e10, e11, e12]
  constructor
  · rintro ⟨⟨h1, h2, h3⟩, ⟨h4, h5, h6⟩, ⟨h7, h8, h9⟩, ⟨h10, h11, h12⟩⟩
    exact aux (fun i j => IsNat (quad x j - triad x i)) h10 h6 h8 h7 h3 h11 h4 h12 h2 h1 h9 h5
  · intro h
    exact ⟨⟨h 3 0, h 2 2, h 1 1⟩, ⟨h 2 0, h 3 2, h 0 1⟩, ⟨h 1 0, h 0 2, h 3 1⟩,
      ⟨h 0 0, h 1 2, h 2 1⟩⟩
```

The next proof merges the four square roots, using non-negativity of the radicands, and rearranges the products. The inadmissible case is zero on both sides.

```lean
/-- The 6j symbol of an array equals the closed form evaluated at its four triad sums and three quad
sums. -/
theorem sixJ_eq_closedForm (x : Spins) : sixJ x = closedForm (triad x) (quad x) := by
  have hn : ∀ p q r s, 0 ≤ fac p * fac q * fac r / fac s := by
    intro p q r s
    unfold fac
    positivity
  -- the four triangle coefficients merge into one square root
  have hd : delta x.a x.b x.c * delta x.a x.e x.f * delta x.d x.b x.f * delta x.d x.e x.c =
      √((∏ i, ∏ j, fac (quad x j - triad x i)) / ∏ i, fac (triad x i + 1)) := by
    obtain ⟨⟨e1, e2, e3⟩, ⟨e4, e5, e6⟩, ⟨e7, e8, e9⟩, ⟨e10, e11, e12⟩⟩ := gap_eqs x
    unfold delta
    rw [e1, e2, e3, e4, e5, e6, e7, e8, e9, e10, e11, e12,
      show x.a + x.b + x.c = triad x 0 from rfl, show x.a + x.e + x.f = triad x 1 from rfl,
      show x.d + x.b + x.f = triad x 2 from rfl, show x.d + x.e + x.c = triad x 3 from rfl,
      ← Real.sqrt_mul (hn _ _ _ _), ← Real.sqrt_mul (mul_nonneg (hn _ _ _ _) (hn _ _ _ _)),
      ← Real.sqrt_mul (mul_nonneg (mul_nonneg (hn _ _ _ _) (hn _ _ _ _)) (hn _ _ _ _))]
    congr 1
    simp only [Fin.prod_univ_four, Fin.prod_univ_three]
    ring
  unfold sixJ closedForm
  by_cases h : Admissible x
  · rw [if_pos h, if_pos ((admissible_iff x).1 h), hd]
  · rw [if_neg h, if_neg (fun h' => h ((admissible_iff x).2 h'))]
```

## Permuted sums and the arrays behind them

Here `Equiv.prod_comp` reindexes the products. The summation range is compared by membership: $t$ is at least every $T_i$ and at most every $Q_j$, whatever their order.

```lean
/-- Racah's formula is unchanged when the triad sums and the quad sums are permuted
separately. -/
theorem closedForm_perm (σ : Perm (Fin 4)) (τ : Perm (Fin 3)) (T : Fin 4 → ℚ) (Q : Fin 3 → ℚ) :
    closedForm (T ∘ σ) (Q ∘ τ) = closedForm T Q := by
  have hc : (∀ i j, IsNat ((Q ∘ τ) j - (T ∘ σ) i)) ↔ ∀ i j, IsNat (Q j - T i) :=
    ⟨fun h i j => by simpa using h (σ.symm i) (τ.symm j), fun h i j => h _ _⟩
  have hp : ∏ i, ∏ j, fac ((Q ∘ τ) j - (T ∘ σ) i) = ∏ i, ∏ j, fac (Q j - T i) :=
    (prod_congr rfl fun i _ => Equiv.prod_comp τ (fun j => fac (Q j - T (σ i)))).trans
      (Equiv.prod_comp σ fun i => ∏ j, fac (Q j - T i))
  have hd : ∏ i, fac ((T ∘ σ) i + 1) = ∏ i, fac (T i + 1) :=
    Equiv.prod_comp σ fun i => fac (T i + 1)
  -- the summation range and every summand are symmetric
  have hs : racahSum (T ∘ σ) (Q ∘ τ) = racahSum T Q := by
    unfold racahSum
    refine sum_congr ?_ fun t _ => ?_
    · ext t
      simp only [mem_Icc, Finset.sup_le_iff, mem_univ, forall_const, Function.comp_apply]
      exact and_congr ⟨fun h i => by simpa using h (σ.symm i), fun h i => h _⟩
        ⟨fun h => Finset.le_inf' _ _ fun j _ => by
            have h' := h.trans
              (Finset.inf'_le (fun j => ⌊Q (τ j)⌋₊) (mem_univ (τ.symm j)))
            simpa only [Equiv.apply_symm_apply] using h',
          fun h => Finset.le_inf' _ _ fun j _ =>
            h.trans (Finset.inf'_le (fun j => ⌊Q j⌋₊) (mem_univ (τ j)))⟩
    · have h1 : ∏ i, fac ((t : ℚ) - (T ∘ σ) i) = ∏ i, fac ((t : ℚ) - T i) :=
        Equiv.prod_comp σ fun i => fac ((t : ℚ) - T i)
      have h2 : ∏ j, fac ((Q ∘ τ) j - (t : ℚ)) = ∏ j, fac (Q j - (t : ℚ)) :=
        Equiv.prod_comp τ fun j => fac (Q j - (t : ℚ))
      rw [h1, h2]
  unfold closedForm
  by_cases h : ∀ i j, IsNat (Q j - T i)
  · rw [if_pos (hc.2 h), if_pos h, hp, hd, hs]
  · rw [if_neg (fun h' => h (hc.1 h')), if_neg h]
```

Combining this with the closed form gives a sufficient condition for two arrays to have the same symbol.

```lean
/-- Two arrays whose triad sums agree up to order and whose quad sums agree up to order are
admissible together and have the same 6j symbol. -/
theorem sixJ_eq_of_perm {x y : Spins} (σ : Perm (Fin 4)) (τ : Perm (Fin 3))
    (hT : triad y = triad x ∘ σ) (hQ : quad y = quad x ∘ τ) :
    (Admissible y ↔ Admissible x) ∧ sixJ y = sixJ x := by
  constructor
  · rw [admissible_iff, admissible_iff, hT, hQ]
    exact ⟨fun h i j => by simpa using h (σ.symm i) (τ.symm j), fun h i j => h _ _⟩
  · rw [sixJ_eq_closedForm, sixJ_eq_closedForm, hT, hQ, closedForm_perm]
```

In `sixJ_permute`, `key` verifies the linear solution and `hsum` supplies the equal totals. The theorem covers every $\sigma$, every $\tau$ and every array, admissible or not.

```lean
/-- Every pair of permutations of the four triad sums and the three quad sums is realised by an
array, which is admissible exactly when the original is and has the same 6j symbol. -/
theorem sixJ_permute (σ : Perm (Fin 4)) (τ : Perm (Fin 3)) (x : Spins) :
    triad (permute σ τ x) = triad x ∘ σ ∧ quad (permute σ τ x) = quad x ∘ τ ∧
      (Admissible (permute σ τ x) ↔ Admissible x) ∧ sixJ (permute σ τ x) = sixJ x := by
  have key : ∀ (T : Fin 4 → ℚ) (Q : Fin 3 → ℚ), ∑ i, T i = ∑ j, Q j →
      triad (ofSums T Q) = T ∧ quad (ofSums T Q) = Q := by
    intro T Q h
    rw [Fin.sum_univ_four, Fin.sum_univ_three] at h
    constructor <;> ext i <;> fin_cases i <;> simp [triad, quad, ofSums] <;> linarith
  -- the permuted triad sums and the permuted quad sums have equal totals
  have hsum : ∑ i, (triad x ∘ σ) i = ∑ j, (quad x ∘ τ) j := by
    have h1 : ∑ i, (triad x ∘ σ) i = ∑ i, triad x i := Equiv.sum_comp σ (triad x)
    have h2 : ∑ j, (quad x ∘ τ) j = ∑ j, quad x j := Equiv.sum_comp τ (quad x)
    rw [h1, h2, Fin.sum_univ_four, Fin.sum_univ_three]
    change (x.a + x.b + x.c) + (x.a + x.e + x.f) + (x.d + x.b + x.f) + (x.d + x.e + x.c) =
      (x.a + x.b + x.d + x.e) + (x.b + x.c + x.e + x.f) + (x.a + x.c + x.d + x.f)
    ring
  obtain ⟨hT, hQ⟩ := key _ _ hsum
  exact ⟨hT, hQ, sixJ_eq_of_perm σ τ hT hQ⟩
```

If two permuted arrays coincide, so do their sums, and distinctness of the original sums then identifies the permutations.

```lean
/-- If the four triad sums are distinct and the three quad sums are distinct, then different
pairs of permutations give different arrays. -/
theorem permute_injective (x : Spins) (hT : Function.Injective (triad x))
    (hQ : Function.Injective (quad x)) :
    Function.Injective fun p : Perm (Fin 4) × Perm (Fin 3) => permute p.1 p.2 x := by
  rintro ⟨σ, τ⟩ ⟨σ', τ'⟩ h
  have h0 : permute σ τ x = permute σ' τ' x := h
  have h1 := congrArg triad h0
  have h2 := congrArg quad h0
  rw [(sixJ_permute σ τ x).1, (sixJ_permute σ' τ' x).1] at h1
  rw [(sixJ_permute σ τ x).2.1, (sixJ_permute σ' τ' x).2.1] at h2
  exact Prod.ext (Equiv.ext fun i => hT (congrFun h1 i)) (Equiv.ext fun j => hQ (congrFun h2 j))
```

Both distinctness conditions can hold for an admissible array. The example below has triad sums $9,10,11,12$ and quad sums $13,14,15$.

```lean
/-- The array {5/2 5/2 4; 9/2 7/2 4} is admissible, with distinct triad sums and distinct quad
sums. -/
theorem permute_injective_witness :
    Admissible ⟨5/2, 5/2, 4, 9/2, 7/2, 4⟩ ∧
      Function.Injective (triad ⟨5/2, 5/2, 4, 9/2, 7/2, 4⟩) ∧
      Function.Injective (quad ⟨5/2, 5/2, 4, 9/2, 7/2, 4⟩) := by
  refine ⟨⟨⟨⟨1, ?_⟩, ⟨4, ?_⟩, ⟨4, ?_⟩⟩, ⟨⟨2, ?_⟩, ⟨3, ?_⟩, ⟨5, ?_⟩⟩,
    ⟨⟨3, ?_⟩, ⟨6, ?_⟩, ⟨2, ?_⟩⟩, ⟨⟨4, ?_⟩, ⟨5, ?_⟩, ⟨3, ?_⟩⟩⟩, ?_, ?_⟩
  on_goal 13 =>
    intro i j
    fin_cases i <;> fin_cases j <;> norm_num [triad]
  on_goal 13 =>
    intro i j
    fin_cases i <;> fin_cases j <;> norm_num [quad]
  all_goals norm_num
```

## Column permutations and the Regge identity

The two neighbouring exchanges, `s12` and `s23`, use the permutations found by hand. The other three cases are compositions.

```lean
/-- The 6j symbol is unchanged under each of the five non-trivial permutations of its columns. -/
theorem sixJ_columns (a b c d e f : ℚ) :
    sixJ ⟨b, a, c, e, d, f⟩ = sixJ ⟨a, b, c, d, e, f⟩ ∧
    sixJ ⟨a, c, b, d, f, e⟩ = sixJ ⟨a, b, c, d, e, f⟩ ∧
    sixJ ⟨c, b, a, f, e, d⟩ = sixJ ⟨a, b, c, d, e, f⟩ ∧
    sixJ ⟨b, c, a, e, f, d⟩ = sixJ ⟨a, b, c, d, e, f⟩ ∧
    sixJ ⟨c, a, b, f, d, e⟩ = sixJ ⟨a, b, c, d, e, f⟩ := by
  -- the two neighbouring exchanges generate all column permutations
  have s12 : ∀ a b c d e f : ℚ, sixJ ⟨b, a, c, e, d, f⟩ = sixJ ⟨a, b, c, d, e, f⟩ := by
    intro a b c d e f
    refine (sixJ_eq_of_perm (swap 1 2) (swap 1 2) ?_ ?_).2 <;> ext i <;> fin_cases i <;>
      simp [triad, quad, swap_apply_def] <;> linarith
  have s23 : ∀ a b c d e f : ℚ, sixJ ⟨a, c, b, d, f, e⟩ = sixJ ⟨a, b, c, d, e, f⟩ := by
    intro a b c d e f
    refine (sixJ_eq_of_perm (swap 2 3) (swap 0 2) ?_ ?_).2 <;> ext i <;> fin_cases i <;>
      simp [triad, quad, swap_apply_def] <;> linarith
  have r1 : sixJ ⟨b, c, a, e, f, d⟩ = sixJ ⟨a, b, c, d, e, f⟩ :=
    (s23 b a c e d f).trans (s12 a b c d e f)
  have r2 : sixJ ⟨c, a, b, f, d, e⟩ = sixJ ⟨a, b, c, d, e, f⟩ :=
    (s12 a c b d f e).trans (s23 a b c d e f)
  exact ⟨s12 a b c d e f, s23 a b c d e f, (s12 b c a e f d).trans r1, r1, r2⟩
```

For Regge the permutations are `swap 2 3` on the triad sums and the identity on the quad sums. The theorem also states that the two arrays are admissible together.

```lean
/-- The Regge identity: with `s = (b+c+e+f)/2`, the arrays {a b c; d e f} and
{a s-f s-e; d s-c s-b} are admissible together and have the same 6j symbol. -/
theorem sixJ_regge (a b c d e f s : ℚ) (hs : s = (b + c + e + f) / 2) :
    (Admissible ⟨a, s - f, s - e, d, s - c, s - b⟩ ↔ Admissible ⟨a, b, c, d, e, f⟩) ∧
      sixJ ⟨a, s - f, s - e, d, s - c, s - b⟩ = sixJ ⟨a, b, c, d, e, f⟩ := by
  -- two triad sums are exchanged and the quad sums stay in place
  refine sixJ_eq_of_perm (swap 2 3) 1 ?_ ?_ <;> ext i <;> fin_cases i <;>
    simp [triad, quad, swap_apply_def] <;> linarith

end

end RacahSixJ
```

```lean
#print axioms RacahSixJ.permute_injective
#print axioms RacahSixJ.sixJ_columns
#print axioms RacahSixJ.sixJ_regge
```

```
'RacahSixJ.permute_injective' depends on axioms: [propext, Classical.choice, Quot.sound]
'RacahSixJ.sixJ_columns' depends on axioms: [propext, Classical.choice, Quot.sound]
'RacahSixJ.sixJ_regge' depends on axioms: [propext, Classical.choice, Quot.sound]
```
